# The X-ray form factor of the hydrogenic 1s density is 16Z⁴/(4Z² + q²)² in atomic units

In the form-factor approximation, which neglects resonant effects near absorption edges, the amplitude for elastic X-ray scattering by an atom at momentum transfer q is that of a free electron multiplied by the Fourier transform of the atom's electron density, and for a spherical density ρ(r) the textbook formula weights each radius r by sin(qr)/(qr). In the forward direction, q = 0, this quotient reads 0/0, so the model uses the continuous function sinc x, equal to sin x/x for x ≠ 0 and to 1 at x = 0. The form factor is then defined directly as a radial integral:

F(q) = ∫₀^∞ 4πr² ρ(r) sinc(qr) dr

For one 1s electron bound to a nucleus of charge Z > 0, the result is

F(q) = 16Z⁴/(4Z² + q²)²

at every real q. It decreases strictly for q ≥ 0 and tends to 1 as q → 0.

## From the orbital to the radial integral

```lean
import Mathlib

open Real Set Filter MeasureTheory Topology

namespace HydrogenicFormFactor

noncomputable section
```

Atomic units are used throughout: r is measured in bohr and q in inverse bohr.

```lean
/-- The hydrogenic 1s orbital for nuclear charge `Z > 0`, in atomic units, as a function of the
distance `r` from the nucleus. -/
def orbital1s (Z r : ℝ) : ℝ := Real.sqrt (Z ^ 3 / π) * Real.exp (-Z * r)
```

This is the normalised 1s orbital,

ψ(r) = √(Z³/π) exp(−Zr).

It enters as a formula and is not derived from the Schrödinger equation. The charge `Z` is any real number here, so an effective charge is allowed; the theorems about the form factor add the hypothesis `0 < Z`, an attractive nucleus that binds the electron.

```lean
/-- The electron density of the 1s orbital. -/
def density1s (Z r : ℝ) : ℝ := orbital1s Z r ^ 2
```

The density is ψ². No complex conjugate is needed because ψ is real.

```lean
/-- The X-ray form factor of a spherical electron density `ρ` at momentum transfer `q`;
`sinc x` is `sin x / x`, with value 1 at `x = 0`. -/
def formFactor (ρ : ℝ → ℝ) (q : ℝ) : ℝ :=
  ∫ r in Ioi (0 : ℝ), 4 * π * r ^ 2 * ρ r * Real.sinc (q * r)
```

`formFactor` takes a density, which is a function from reals to reals, and a number `q`. The set `Ioi 0` is the open half-line r > 0. Mathlib's `Real.sinc` has no π in its argument, unlike the sinc of signal processing. Physically q is the length of a vector and so is not negative, but the definition accepts either sign.

```lean
/-- The average of `cos (x u)` over the direction cosine `u` in `[-1, 1]` is `sinc x`. -/
theorem angular_average (x : ℝ) :
    (1 / 2) * ∫ u in (-1 : ℝ)..1, Real.cos (x * u) = Real.sinc x := by
  rcases eq_or_ne x 0 with rfl | hx
  · norm_num
  · rw [intervalIntegral.integral_comp_mul_left (fun y => Real.cos y) hx, integral_cos,
      Real.sinc_of_ne_zero hx, smul_eq_mul, mul_neg, mul_one, Real.sin_neg]
    ring
```

The factor sinc comes from averaging the plane wave exp(i**q**·**r**) over all directions of **r**. With u the cosine of the angle between **q** and **r**, directions are spread uniformly in u. The imaginary part is odd in u and averages to zero. For x = qr ≠ 0 the real part gives

½ ∫₋₁¹ cos(xu) du = [sin x − sin(−x)]/(2x) = sin x/x,

and for x = 0 the average of 1 is 1. The proof makes the same case split and substitutes y = xu. The step left to the reader is the passage from the three-dimensional Fourier integral to the radial one: this theorem supplies its angular average, while `formFactor` starts from the radial form.

## Convergence and decay

```lean
/-- For `Z > 0` the integrand of the 1s form factor is `4 Z³ r² exp(-2Zr) sinc(qr)`. -/
theorem integrand_eq {Z : ℝ} (hZ : 0 < Z) (q r : ℝ) :
    4 * π * r ^ 2 * density1s Z r * Real.sinc (q * r) =
      4 * Z ^ 3 * (r ^ 2 * Real.exp (-(2 * Z) * r)) * Real.sinc (q * r) := by
  have he : Real.exp (-Z * r) ^ 2 = Real.exp (-(2 * Z) * r) := by
    rw [← Real.exp_nat_mul]
    congr 1
    push_cast
    ring
  have hp : π * (Z ^ 3 / π) = Z ^ 3 := mul_div_cancel₀ _ Real.pi_ne_zero
  unfold density1s orbital1s
  rw [mul_pow, Real.sq_sqrt (by positivity), he]
  linear_combination 4 * r ^ 2 * Real.exp (-(2 * Z) * r) * Real.sinc (q * r) * hp
```

Squaring the orbital gives ρ(r) = (Z³/π) exp(−2Zr). Multiplication by 4πr² cancels π:

4πr² ρ(r) sinc(qr) = 4Z³ r² exp(−2Zr) sinc(qr)

In the proof, `he` squares the exponential and `hp` cancels π.

```lean
/-- For `Z > 0` the integral that defines the 1s form factor converges absolutely. -/
theorem integrable_integrand {Z : ℝ} (hZ : 0 < Z) (q : ℝ) :
    IntegrableOn (fun r => 4 * π * r ^ 2 * density1s Z r * Real.sinc (q * r)) (Ioi 0) := by
  have h : IntegrableOn (fun r : ℝ => r ^ 2 * Real.exp (-(2 * Z) * r)) (Ioi 0) := by
    have h' := integrableOn_rpow_mul_exp_neg_mul_rpow (s := 2) (p := 1) (b := 2 * Z)
      (by norm_num) (by norm_num) (by positivity)
    simpa only [Real.rpow_two, Real.rpow_one] using h'
  have hc : Continuous (fun r : ℝ => 4 * π * r ^ 2 * density1s Z r) := by
    unfold density1s orbital1s
    fun_prop
  have hs : Continuous (fun r : ℝ => Real.sinc (q * r)) :=
    Real.continuous_sinc.comp (continuous_const.mul continuous_id)
  -- the radial density 4πr²ρ(r) dominates, because |sinc| ≤ 1
  refine Integrable.mono' (h.const_mul (4 * Z ^ 3)) (hc.mul hs).aestronglyMeasurable
    (Eventually.of_forall fun r => ?_)
  rw [integrand_eq hZ, norm_mul, Real.norm_of_nonneg (by positivity)]
  exact mul_le_of_le_one_right (by positivity) (Real.abs_sinc_le_one _)
```

Since |sinc| ≤ 1, the integrand is bounded in size by 4Z³ r² exp(−2Zr), which has a finite integral over r > 0. `IntegrableOn` expresses this absolute convergence, and `Integrable.mono'` is the comparison with the larger function.

```lean
/-- For `a > 0`, a power of `r` times `exp(-ar)` times a factor bounded by 1 vanishes at large
distance. -/
theorem decay {a : ℝ} (ha : 0 < a) (n : ℕ) {g : ℝ → ℝ} (hg : ∀ r, |g r| ≤ 1) :
    Tendsto (fun r => r ^ n * Real.exp (-a * r) * g r) atTop (𝓝 0) := by
  have h : Tendsto (fun r : ℝ => r ^ n * Real.exp (-a * r)) atTop (𝓝 0) := by
    simpa only [Real.rpow_natCast] using
      tendsto_rpow_mul_exp_neg_mul_atTop_nhds_zero (n : ℝ) a ha
  have h2 : Tendsto (fun r : ℝ => ‖r ^ n * Real.exp (-a * r)‖) atTop (𝓝 0) := by
    simpa only [norm_zero] using h.norm
  refine squeeze_zero_norm (fun r => ?_) h2
  rw [norm_mul]
  exact mul_le_of_le_one_right (norm_nonneg _) (hg r)
```

For a > 0, a natural number n and any function g with |g| ≤ 1,

rⁿ exp(−ar) g(r) → 0 as r → ∞.

In Lean, `Tendsto … atTop (𝓝 0)` says just this. The exponential beats the power, and the bounded factor cannot spoil the limit. Below, g is 1, sin(qr) or cos(qr).

```lean
/-- The radial derivative of the exponential `exp(-ar)` is `-a exp(-ar)`. -/
theorem hasDerivAt_decay (a r : ℝ) :
    HasDerivAt (fun r => Real.exp (-a * r)) (Real.exp (-a * r) * (-a)) r :=
  ((hasDerivAt_id' r).const_mul (-a)).exp.congr_deriv (by ring)
```

`HasDerivAt f f' r` says that f has derivative f' at r. Here it records d/dr exp(−ar) = −a exp(−ar).

## The integral by explicit antiderivatives

```lean
/-- For `Z > 0` the 1s form factor at zero momentum transfer is 1, the number of electrons. -/
theorem formFactor_zero {Z : ℝ} (hZ : 0 < Z) : formFactor (density1s Z) 0 = 1 := by
  have ha : 0 < 2 * Z := by positivity
  have t (n : ℕ) := decay ha n (g := fun _ => 1) (fun _ => by norm_num)
  unfold formFactor
  refine (integral_Ioi_of_hasDerivAt_of_tendsto' (m := 0)
    (f := fun r => r ^ 2 * Real.exp (-(2 * Z) * r) * 1 * (-(2 * Z ^ 2))
      + r ^ 1 * Real.exp (-(2 * Z) * r) * 1 * (-(2 * Z))
      + r ^ 0 * Real.exp (-(2 * Z) * r) * 1 * (-1)) ?_ (integrable_integrand hZ 0) ?_).trans ?_
  · intro r _
    have he := hasDerivAt_decay (2 * Z) r
    have h2 : HasDerivAt (fun r : ℝ => r ^ 2) (2 * r) r := by simpa using hasDerivAt_pow 2 r
    rw [integrand_eq hZ, zero_mul, Real.sinc_zero]
    simp only [pow_one, pow_zero, one_mul, mul_one]
    refine ((((h2.fun_mul he).mul_const _).fun_add
      (((hasDerivAt_id' r).fun_mul he).mul_const _)).fun_add (he.mul_const _)).congr_deriv ?_
    ring
  · have h := (((t 2).mul_const (-(2 * Z ^ 2))).add ((t 1).mul_const (-(2 * Z)))).add
      ((t 0).mul_const (-1))
    simpa only [zero_mul, add_zero] using h
  · simp
```

At q = 0 the form factor is the integral of the density, so it should count one electron. An antiderivative of 4Z³ r² exp(−2Zr) is

G(r) = −(2Z²r² + 2Zr + 1) exp(−2Zr).

Differentiating gives

G′(r) = [−4Z²r − 2Z + 2Z(2Z²r² + 2Zr + 1)] exp(−2Zr) = 4Z³ r² exp(−2Zr).

G vanishes at infinity and G(0) = −1, so the integral is 0 − (−1) = 1.

The function after `f :=` is G, written term by term. The theorem `integral_Ioi_of_hasDerivAt_of_tendsto'` is the fundamental theorem of calculus on a half-line. The three bullets check the derivative, the limit at infinity and the value at the origin.

```lean
/-- The form factor of the hydrogenic 1s density with `Z > 0` is `16 Z⁴ / (4 Z² + q²)²` at every
real momentum transfer `q`. -/
theorem formFactor_1s {Z : ℝ} (hZ : 0 < Z) (q : ℝ) :
    formFactor (density1s Z) q = 16 * Z ^ 4 / (4 * Z ^ 2 + q ^ 2) ^ 2 := by
  rcases eq_or_ne q 0 with rfl | hq
  · rw [formFactor_zero hZ, eq_comm, div_eq_one_iff_eq (by positivity)]
    ring
  have ha : 0 < 2 * Z := by positivity
  have hD : 4 * Z ^ 2 + q ^ 2 ≠ 0 := by positivity
  have ts (n : ℕ) := decay ha n (g := fun r => Real.sin (q * r)) (fun _ => Real.abs_sin_le_one _)
  have tc (n : ℕ) := decay ha n (g := fun r => Real.cos (q * r)) (fun _ => Real.abs_cos_le_one _)
  have ht (A B C D : ℝ) : Tendsto (fun r => r * Real.exp (-(2 * Z) * r) * Real.sin (q * r) * A
      + Real.exp (-(2 * Z) * r) * Real.sin (q * r) * B
      + r * Real.exp (-(2 * Z) * r) * Real.cos (q * r) * C
      + Real.exp (-(2 * Z) * r) * Real.cos (q * r) * D) atTop (𝓝 0) := by
    have h := ((((ts 1).mul_const A).add ((ts 0).mul_const B)).add
      ((tc 1).mul_const C)).add ((tc 0).mul_const D)
    simpa only [pow_one, pow_zero, one_mul, zero_mul, add_zero] using h
  unfold formFactor
  -- the antiderivative vanishes at infinity, so only the origin contributes
  refine (integral_Ioi_of_hasDerivAt_of_tendsto' ?_ (integrable_integrand hZ q)
    (ht (-(8 * Z ^ 4 / (q * (4 * Z ^ 2 + q ^ 2))))
      (-(4 * Z ^ 3 * (4 * Z ^ 2 - q ^ 2) / (q * (4 * Z ^ 2 + q ^ 2) ^ 2)))
      (-(4 * Z ^ 3 / (4 * Z ^ 2 + q ^ 2)))
      (-(16 * Z ^ 4 / (4 * Z ^ 2 + q ^ 2) ^ 2)))).trans ?_
  · intro r _
    have he := hasDerivAt_decay (2 * Z) r
    have hs := ((hasDerivAt_id' r).const_mul q).sin
    have hc := ((hasDerivAt_id' r).const_mul q).cos
    have hre := (hasDerivAt_id' r).fun_mul he
    have key : r ^ 2 * Real.sinc (q * r) = r * Real.sin (q * r) / q := by
      rcases eq_or_ne r 0 with rfl | hr
      · simp
      · rw [Real.sinc_of_ne_zero (mul_ne_zero hq hr)]
        field_simp
    have hint : 4 * Z ^ 3 * (r ^ 2 * Real.exp (-(2 * Z) * r)) * Real.sinc (q * r) =
        4 * Z ^ 3 * Real.exp (-(2 * Z) * r) * (r * Real.sin (q * r) / q) := by
      rw [← key]
      ring
    rw [integrand_eq hZ, hint]
    refine (((((hre.fun_mul hs).mul_const _).fun_add ((he.fun_mul hs).mul_const _)).fun_add
      ((hre.fun_mul hc).mul_const _)).fun_add ((he.fun_mul hc).mul_const _)).congr_deriv ?_
    generalize Real.exp (-(2 * Z) * r) = E
    generalize Real.sin (q * r) = S
    generalize Real.cos (q * r) = C
    field_simp
    ring
  · simp
```

For q = 0 the formula gives 16Z⁴/(4Z²)² = 1, in agreement with the previous theorem. For q ≠ 0, r² sinc(qr) = r sin(qr)/q, and the integrand becomes

(4Z³/q) r exp(−2Zr) sin(qr).

Try an antiderivative with four constants A, B, C and D:

H(r) = exp(−2Zr) [(Ar + B) sin(qr) + (Cr + D) cos(qr)]

Matching H′ to the integrand, for the terms in r sin, r cos, sin and cos in turn, gives

−2ZA − qC = 4Z³/q
qA − 2ZC = 0
A − 2ZB − qD = 0
C + qB − 2ZD = 0

Write N = 4Z² + q². The first two equations give

A = −8Z⁴/(qN), C = −4Z³/N,

and the last two then give

B = −4Z³(4Z² − q²)/(qN²), D = (qA + 2ZC)/N = −16Z⁴/N².

H vanishes at infinity and H(0) = D, so the integral is −D = 16Z⁴/N².

The Lean proof supplies these four constants and checks them. `ht` shows that H vanishes at infinity whatever the constants are, and `key` is the rewriting of r² sinc(qr). The `generalize` lines replace the exponential, sine and cosine by plain letters, after which `field_simp` and `ring` confirm the matching as algebra. The last `simp` evaluates H at the origin.

## Behaviour in q

```lean
/-- For `Z > 0` the 1s form factor decreases strictly with the momentum transfer `q ≥ 0`. -/
theorem formFactor_strictAntiOn {Z : ℝ} (hZ : 0 < Z) :
    StrictAntiOn (formFactor (density1s Z)) (Ici 0) := by
  intro p hp q _ hpq
  have hsq : p ^ 2 < q ^ 2 := pow_lt_pow_left₀ hpq hp two_ne_zero
  rw [formFactor_1s hZ, formFactor_1s hZ]
  apply div_lt_div_of_pos_left (by positivity) (by positivity)
  exact pow_lt_pow_left₀ (by linarith) (by positivity) two_ne_zero
```

`StrictAntiOn … (Ici 0)` means strictly decreasing on q ≥ 0, with the endpoint included. If 0 ≤ p < q, then p² < q², so the positive denominator (4Z² + q²)² is larger at q than at p while the numerator stays the same. The proof follows these steps.

```lean
/-- For `Z > 0` the 1s form factor tends to 1 as the momentum transfer tends to 0. -/
theorem formFactor_tendsto_one {Z : ℝ} (hZ : 0 < Z) :
    Tendsto (formFactor (density1s Z)) (𝓝 0) (𝓝 1) := by
  have h : Continuous (formFactor (density1s Z)) := by
    rw [funext (formFactor_1s hZ)]
    exact Continuous.div (by fun_prop) (by fun_prop) (fun q => by positivity)
  simpa only [formFactor_zero hZ] using h.tendsto 0
```

The denominator is never zero, so the closed form is continuous in q, and its limit at q = 0 is its value there, which is 1. Expanding the closed form by hand for small q shows how the limit is approached:

F(q) ≈ 1 − q²/(2Z²)

This is 1 − q²⟨r²⟩/6 with the 1s mean square radius ⟨r²⟩ = 3/Z².

```lean
/-- The hydrogen case in explicit form: for `q ≠ 0` the integral over `r > 0` of
`4 r² exp(-2r) sin(qr)/(qr)` is `16 / (4 + q²)²`. -/
theorem hydrogen_integral {q : ℝ} (hq : q ≠ 0) :
    ∫ r in Ioi (0 : ℝ), 4 * r ^ 2 * Real.exp (-2 * r) * (Real.sin (q * r) / (q * r)) =
      16 / (4 + q ^ 2) ^ 2 := by
  have h := formFactor_1s one_pos q
  simp only [one_pow, mul_one] at h
  rw [← h]
  unfold formFactor
  refine setIntegral_congr_fun measurableSet_Ioi fun r hr => ?_
  have hr' : r ≠ 0 := ne_of_gt hr
  rw [integrand_eq one_pos, Real.sinc_of_ne_zero (mul_ne_zero hq hr'), mul_one (2 : ℝ)]
  ring

end

end HydrogenicFormFactor
```

For hydrogen, Z = 1, the result takes its textbook shape:

∫₀^∞ 4r² exp(−2r) sin(qr)/(qr) dr = 16/(4 + q²)²

The proof sets Z = 1 in the general theorem and shows that the two integrands agree at every r > 0, where sinc(qr) is the ordinary quotient. The hypothesis `q ≠ 0` excludes the one value at which this integral, as written, fails to be the form factor: Lean evaluates 0/0 as 0, so the left side would be 0 and the right side 1.

## One atom's term in a structure factor

In a crystal model that superposes spherical 1s densities on fixed nuclei, with one electron per atom, the closed form replaces a numerical radial integral for each reflection. An atom at position **R** contributes

F(|**G**|) exp(i**G**·**R**)

to the structure factor at the reciprocal-lattice vector **G**. For Z = 1 and |**G**| = 2 inverse bohr, the phase is multiplied by 16/(4 + 4)² = 1/4. If the data give the scattering angle 2θ and the wavelength λ, then q = 4π sin θ/λ, with λ converted to bohr first.

```lean
#print axioms HydrogenicFormFactor.formFactor_1s
#print axioms HydrogenicFormFactor.formFactor_strictAntiOn
#print axioms HydrogenicFormFactor.formFactor_tendsto_one
#print axioms HydrogenicFormFactor.hydrogen_integral
```

```
'HydrogenicFormFactor.formFactor_1s' depends on axioms: [propext, Classical.choice, Quot.sound]
'HydrogenicFormFactor.formFactor_strictAntiOn' depends on axioms: [propext, Classical.choice, Quot.sound]
'HydrogenicFormFactor.formFactor_tendsto_one' depends on axioms: [propext, Classical.choice, Quot.sound]
'HydrogenicFormFactor.hydrogen_integral' depends on axioms: [propext, Classical.choice, Quot.sound]
```
